# The matrix products XY and YX have the same number of linearly independent eigenvectors at each nonzero eigenvalue

The declaration `finrank_eigenspace_mul_comm` says that a nonzero eigenvalue has the same degeneracy in XY as in YX, where degeneracy means the number of linearly independent eigenvectors. In mathematical terms, the eigenspaces of the two products at any complex s ≠ 0 have equal dimension, which is zero for both if s is not an eigenvalue. X and Y are finite complex matrices, possibly rectangular, of shapes that allow both products, and neither product need be Hermitian. The attempt first states one inequality for general matrices as a local fact `key`, then proves the two inequalities it needs separately, using that Y is injective on the eigenspace of XY and X on that of YX.

This version doesn't compile in Lean 4 with Mathlib:

```lean
import Mathlib

open Matrix Module

namespace FinrankEigenspaceMulComm

noncomputable section

variable {n : Type*} [Fintype n] [DecidableEq n]

/-- For a nonzero number `s` and rectangular matrices `X` and `Y`, the eigenspace of `XY` at `s`
has at most the dimension of the eigenspace of `YX` at `s`. -/
theorem finrank_eigenspace_mul_le {m : Type*} [Fintype m] [DecidableEq m]
    (X : Matrix m n ℂ) (Y : Matrix n m ℂ) {s : ℂ} (hs : s ≠ 0) :
    finrank ℂ (End.eigenspace (Matrix.toLin' (X * Y)) s) ≤
      finrank ℂ (End.eigenspace (Matrix.toLin' (Y * X)) s) := by
  have hX : ∀ x ∈ End.eigenspace (Matrix.toLin' (X * Y)) s, X *ᵥ (Y *ᵥ x) = s • x := by
    intro x hx
    rw [End.mem_eigenspace_iff, Matrix.toLin'_apply] at hx
    rw [Matrix.mulVec_mulVec, hx]
  -- `Y` maps the eigenspace of `XY` into that of `YX`, and does so injectively
  have hY : ∀ x ∈ End.eigenspace (Matrix.toLin' (X * Y)) s,
      Matrix.toLin' Y x ∈ End.eigenspace (Matrix.toLin' (Y * X)) s := by
    intro x hx
    rw [End.mem_eigenspace_iff, Matrix.toLin'_apply, Matrix.toLin'_apply,
      ← Matrix.mulVec_mulVec, hX x hx, Matrix.mulVec_smul]
  apply LinearMap.finrank_le_finrank_of_injective (f := (Matrix.toLin' Y).restrict hY)
  intro x y hxy
  have h1 : Y *ᵥ x.1 = Y *ᵥ y.1 := congrArg Subtype.val hxy
  have h2 : s • x.1 = s • y.1 := by rw [← hX x.1 x.2, ← hX y.1 y.2, h1]
  exact Subtype.ext (smul_right_injective _ hs h2)

/-- For a nonzero number `s`, the products `XY` and `YX` of two rectangular matrices have
eigenspaces of equal dimension at `s`. -/
theorem finrank_eigenspace_mul_comm {m : Type*} [Fintype m] [DecidableEq m]
    (X : Matrix m n ℂ) (Y : Matrix n m ℂ) {s : ℂ} (hs : s ≠ 0) :
    finrank ℂ (End.eigenspace (Matrix.toLin' (X * Y)) s) =
      finrank ℂ (End.eigenspace (Matrix.toLin' (Y * X)) s) := by
  -- `Q` maps the eigenspace of `PQ` injectively into that of `QP`
  have key : ∀ {a b : Type _} [Fintype a] [DecidableEq a] [Fintype b] [DecidableEq b]
      (P : Matrix a b ℂ) (Q : Matrix b a ℂ),
      finrank ℂ (End.eigenspace (Matrix.toLin' (P * Q)) s) ≤
        finrank ℂ (End.eigenspace (Matrix.toLin' (Q * P)) s) := by
    intro a b _ _ _ _ P Q
    have hP : ∀ x ∈ End.eigenspace (Matrix.toLin' (P * Q)) s, P *ᵥ (Q *ᵥ x) = s • x := by
      intro x hx
      rw [End.mem_eigenspace_iff, Matrix.toLin'_apply] at hx
      rw [Matrix.mulVec_mulVec, hx]
    have hQ : ∀ x ∈ End.eigenspace (Matrix.toLin' (P * Q)) s,
        Matrix.toLin' Q x ∈ End.eigenspace (Matrix.toLin' (Q * P)) s := by
      intro x hx
      rw [End.mem_eigenspace_iff, Matrix.toLin'_apply, Matrix.toLin'_apply,
        ← Matrix.mulVec_mulVec, hP x hx, Matrix.mulVec_smul]
    apply LinearMap.finrank_le_finrank_of_injective (f := (Matrix.toLin' Q).restrict hQ)
    intro x y hxy
    have h1 : Q *ᵥ x.1 = Q *ᵥ y.1 := congrArg Subtype.val hxy
    have h2 : s • x.1 = s • y.1 := by rw [← hP x.1 x.2, ← hP y.1 y.2, h1]
    exact Subtype.ext (smul_right_injective _ hs h2)
  let e := Matrix.toLin' (X * Y)
  apply le_antisymm
  · have hP : ∀ x ∈ End.eigenspace e s, X *ᵥ (Y *ᵥ x) = s • x := by
      intro x hx
      rw [End.mem_eigenspace_iff, Matrix.toLin'_apply] at hx
      rw [Matrix.mulVec_mulVec, hx]
    have hQ : ∀ x ∈ End.eigenspace e s,
        Matrix.toLin' Y x ∈ End.eigenspace (Matrix.toLin' (Y * X)) s := by
      intro x hx
      rw [End.mem_eigenspace_iff, Matrix.toLin'_apply, Matrix.toLin'_apply,
        ← Matrix.mulVec_mulVec, hP x hx, Matrix.mulVec_smul]
    apply LinearMap.finrank_le_finrank_of_injective (f := (Matrix.toLin' Y).restrict hQ)
    intro x y hxy
    have h1 : Y *ᵥ x.1 = Y *ᵥ y.1 := congrArg Subtype.val hxy
    have h2 : s • x.1 = s • y.1 := by rw [← hP x.1 x.2, ← hP y.1 y.2, h1]
    exact Subtype.ext (smul_right_injective _ hs h2)
  · have hP : ∀ x ∈ End.eigenspace (Matrix.toLin' (Y * X)) s, Y *ᵥ (X *ᵥ x) = s • x := by
      intro x hx
      rw [End.mem_eigenspace_iff, Matrix.toLin'_apply] at hx
      rw [Matrix.mulVec_mulVec, hx]
    have hQ : ∀ x ∈ End.eigenspace (Matrix.toLin' (Y * X)) s,
        Matrix.toLin' X x ∈ End.eigenspace e s := by
      intro x hx
      rw [End.mem_eigenspace_iff, Matrix.toLin'_apply, Matrix.toLin'_apply,
        ← Matrix.mulVec_mulVec, hP x hx, Matrix.mulVec_smul]
    apply LinearMap.finrank_le_finrank_of_injective (f := (Matrix.toLin' X).restrict hQ)
    intro x y hxy
    have h1 : X *ᵥ x.1 = X *ᵥ y.1 := congrArg Subtype.val hxy
    have h2 : s • x.1 = s • y.1 := by rw [← hP x.1 x.2, ← hP y.1 y.2, h1]
    exact Subtype.ext (smul_right_injective _ hs h2)

end

end FinrankEigenspaceMulComm
```

Compiling this gives:

```
Main.lean:57:14: error: failed to infer universe levels in `have` declaration type
  Eq.{?u.50 + 1} (HSMul.hSMul.{0, ?u.50, ?u.50} s (Subtype.val.{?u.50 + 1} x))
    (HSMul.hSMul.{0, ?u.50, ?u.50} s (Subtype.val.{?u.50 + 1} y))
Main.lean:56:14: error: failed to infer universe levels in `have` declaration type
  Eq.{?u.52 + 1} (mulVec.{0, ?u.52, ?u.50} Q (Subtype.val.{?u.50 + 1} x))
    (mulVec.{0, ?u.52, ?u.50} Q (Subtype.val.{?u.50 + 1} y))
Main.lean:49:14: error: failed to infer universe levels in `have` declaration type
  ∀ (x : a → ℂ),
    Membership.mem.{?u.50, ?u.50}
        (End.eigenspace.{0, ?u.50}
          (DFunLike.coe.{max (?u.50 + 1) 1, max (?u.50 + 1) 1, max (?u.50 + 1) 1} toLin'.{0, ?u.50, ?u.50}
            (HMul.hMul.{max ?u.50 ?u.52, max ?u.50 ?u.52, ?u.50} P Q))
          s)
        x →
      Membership.mem.{?u.52, ?u.52}
        (End.eigenspace.{0, ?u.52}
          (DFunLike.coe.{max (?u.52 + 1) 1, max (?u.52 + 1) 1, max (?u.52 + 1) 1} toLin'.{0, ?u.52, ?u.52}
            (HMul.hMul.{max ?u.50 ?u.52, max ?u.50 ?u.52, ?u.52} Q P))
          s)
        (DFunLike.coe.{max (?u.50 + 1) (?u.52 + 1), ?u.50 + 1, ?u.52 + 1}
          (DFunLike.coe.{max (max (?u.50 + 1) (?u.52 + 1)) 1, max (max (?u.50 + 1) (?u.52 + 1)) 1,
              max (max (?u.50 + 1) (?u.52 + 1)) 1}
            toLin'.{0, ?u.52, ?u.50} Q)
          x)
Main.lean:45:14: error: failed to infer universe levels in `have` declaration type
  ∀ (x : a → ℂ),
    Membership.mem.{?u.50, ?u.50}
        (End.eigenspace.{0, ?u.50}
          (DFunLike.coe.{max (?u.50 + 1) 1, max (?u.50 + 1) 1, max (?u.50 + 1) 1} toLin'.{0, ?u.50, ?u.50}
            (HMul.hMul.{max ?u.50 ?u.52, max ?u.50 ?u.52, ?u.50} P Q))
          s)
        x →
      Eq.{?u.50 + 1} (mulVec.{0, ?u.50, ?u.52} P (mulVec.{0, ?u.52, ?u.50} Q x)) (HSMul.hSMul.{0, ?u.50, ?u.50} s x)
Main.lean:40:13: error: failed to infer universe levels in `have` declaration type
  ∀ {a : Type ?u.50} {b : Type ?u.52} [inst : Fintype.{?u.50} a] [inst_1 : DecidableEq.{?u.50 + 1} a]
    [inst_2 : Fintype.{?u.52} b] [inst_3 : DecidableEq.{?u.52 + 1} b] (P : Matrix.{?u.50, ?u.52, 0} a b ℂ)
    (Q : Matrix.{?u.52, ?u.50, 0} b a ℂ),
    finrank.{0, ?u.50} ℂ
        (Subtype.{?u.50 + 1} fun x =>
          Membership.mem.{?u.50, ?u.50}
            (End.eigenspace.{0, ?u.50}
              (DFunLike.coe.{?u.50 + 1, ?u.50 + 1, ?u.50 + 1} toLin'.{0, ?u.50, ?u.50}
                (HMul.hMul.{max ?u.50 ?u.52, max ?u.50 ?u.52, ?u.50} P Q))
              s)
            x) ≤
      finrank.{0, ?u.52} ℂ
        (Subtype.{?u.52 + 1} fun x =>
          Membership.mem.{?u.52, ?u.52}
            (End.eigenspace.{0, ?u.52}
              (DFunLike.coe.{?u.52 + 1, ?u.52 + 1, ?u.52 + 1} toLin'.{0, ?u.52, ?u.52}
                (HMul.hMul.{max ?u.50 ?u.52, max ?u.50 ?u.52, ?u.52} Q P))
              s)
            x)
Main.lean:41:26: error: Failed to infer universe levels in type of binder `Q`
  Matrix.{?u.52, ?u.50, 0} b a ℂ
Main.lean:41:7: error: Failed to infer universe levels in type of binder `P`
  Matrix.{?u.50, ?u.52, 0} a b ℂ
Main.lean:33:0: error: Failed to infer universe levels in binder type
  DecidableEq.{?u.52 + 1} b
Main.lean:33:0: error: Failed to infer universe levels in binder type
  Fintype.{?u.52} b
Main.lean:33:0: error: Failed to infer universe levels in binder type
  DecidableEq.{?u.50 + 1} a
Main.lean:33:0: error: Failed to infer universe levels in binder type
  Fintype.{?u.50} a
Main.lean:40:18: error: Failed to infer universe levels in type of binder `b`
  Type ?u.52
Main.lean:40:16: error: Failed to infer universe levels in type of binder `a`
  Type ?u.50
```

All the messages have one source, the binder `{a b : Type _}` in `key`. Lean reads its single `Type _` once for each variable, which leaves two universe levels to find, shown as `?u.50` for `a` and `?u.52` for `b`. Nothing in the statement or proof of `key` fixes these levels, and the rest of the proof never uses `key`, so they stay unknown. Lean reports them in the binders, in the type of `key` and in the `have` steps inside it.

Using `key` for both inequalities would not have helped. A local `have` has only one choice of levels, while `m` and `n` may lie in different universes and change places between the two uses.

The repair deletes `key`, and the errors go with it. It takes both inequalities from the earlier theorem `finrank_eigenspace_mul_le`, whose universe levels can be chosen afresh at each use, and joins them with `le_antisymm`. The two direct arguments that followed `key` drew no message, so replacing them is mere tidying.

Fix (accepted with no message):

```diff
@@ -36,55 +36,6 @@
     (X : Matrix m n ℂ) (Y : Matrix n m ℂ) {s : ℂ} (hs : s ≠ 0) :
     finrank ℂ (End.eigenspace (Matrix.toLin' (X * Y)) s) =
-      finrank ℂ (End.eigenspace (Matrix.toLin' (Y * X)) s) := by
-  -- `Q` maps the eigenspace of `PQ` injectively into that of `QP`
-  have key : ∀ {a b : Type _} [Fintype a] [DecidableEq a] [Fintype b] [DecidableEq b]
-      (P : Matrix a b ℂ) (Q : Matrix b a ℂ),
-      finrank ℂ (End.eigenspace (Matrix.toLin' (P * Q)) s) ≤
-        finrank ℂ (End.eigenspace (Matrix.toLin' (Q * P)) s) := by
-    intro a b _ _ _ _ P Q
-    have hP : ∀ x ∈ End.eigenspace (Matrix.toLin' (P * Q)) s, P *ᵥ (Q *ᵥ x) = s • x := by
-      intro x hx
-      rw [End.mem_eigenspace_iff, Matrix.toLin'_apply] at hx
-      rw [Matrix.mulVec_mulVec, hx]
-    have hQ : ∀ x ∈ End.eigenspace (Matrix.toLin' (P * Q)) s,
-        Matrix.toLin' Q x ∈ End.eigenspace (Matrix.toLin' (Q * P)) s := by
-      intro x hx
-      rw [End.mem_eigenspace_iff, Matrix.toLin'_apply, Matrix.toLin'_apply,
-        ← Matrix.mulVec_mulVec, hP x hx, Matrix.mulVec_smul]
-    apply LinearMap.finrank_le_finrank_of_injective (f := (Matrix.toLin' Q).restrict hQ)
-    intro x y hxy
-    have h1 : Q *ᵥ x.1 = Q *ᵥ y.1 := congrArg Subtype.val hxy
-    have h2 : s • x.1 = s • y.1 := by rw [← hP x.1 x.2, ← hP y.1 y.2, h1]
-    exact Subtype.ext (smul_right_injective _ hs h2)
-  let e := Matrix.toLin' (X * Y)
-  apply le_antisymm
-  · have hP : ∀ x ∈ End.eigenspace e s, X *ᵥ (Y *ᵥ x) = s • x := by
-      intro x hx
-      rw [End.mem_eigenspace_iff, Matrix.toLin'_apply] at hx
-      rw [Matrix.mulVec_mulVec, hx]
-    have hQ : ∀ x ∈ End.eigenspace e s,
-        Matrix.toLin' Y x ∈ End.eigenspace (Matrix.toLin' (Y * X)) s := by
-      intro x hx
-      rw [End.mem_eigenspace_iff, Matrix.toLin'_apply, Matrix.toLin'_apply,
-        ← Matrix.mulVec_mulVec, hP x hx, Matrix.mulVec_smul]
-    apply LinearMap.finrank_le_finrank_of_injective (f := (Matrix.toLin' Y).restrict hQ)
-    intro x y hxy
-    have h1 : Y *ᵥ x.1 = Y *ᵥ y.1 := congrArg Subtype.val hxy
-    have h2 : s • x.1 = s • y.1 := by rw [← hP x.1 x.2, ← hP y.1 y.2, h1]
-    exact Subtype.ext (smul_right_injective _ hs h2)
-  · have hP : ∀ x ∈ End.eigenspace (Matrix.toLin' (Y * X)) s, Y *ᵥ (X *ᵥ x) = s • x := by
-      intro x hx
-      rw [End.mem_eigenspace_iff, Matrix.toLin'_apply] at hx
-      rw [Matrix.mulVec_mulVec, hx]
-    have hQ : ∀ x ∈ End.eigenspace (Matrix.toLin' (Y * X)) s,
-        Matrix.toLin' X x ∈ End.eigenspace e s := by
-      intro x hx
-      rw [End.mem_eigenspace_iff, Matrix.toLin'_apply, Matrix.toLin'_apply,
-        ← Matrix.mulVec_mulVec, hP x hx, Matrix.mulVec_smul]
-    apply LinearMap.finrank_le_finrank_of_injective (f := (Matrix.toLin' X).restrict hQ)
-    intro x y hxy
-    have h1 : X *ᵥ x.1 = X *ᵥ y.1 := congrArg Subtype.val hxy
-    have h2 : s • x.1 = s • y.1 := by rw [← hP x.1 x.2, ← hP y.1 y.2, h1]
-    exact Subtype.ext (smul_right_injective _ hs h2)
+      finrank ℂ (End.eigenspace (Matrix.toLin' (Y * X)) s) :=
+  le_antisymm (finrank_eigenspace_mul_le X Y hs) (finrank_eigenspace_mul_le Y X hs)
 
 end
```
